# Shemesh's criterion for a common eigenvector of two complex matrices

Take an electron whose state space is spanned by one s orbital and three p orbitals. The components $L_x$ and $L_y$ of its orbital angular momentum do not commute, yet the s state has the sharp value zero for both. A nonzero commutator therefore rules out a full basis of shared eigenvectors, but not a single shared eigenvector. Given two observables as matrices, how can one tell whether any state at all is sharp in both?

The criterion answers this by asking for a nonzero vector annihilated by a finite list of commutators, $[A^k,B^l]$ with $1\le k,l\le n-1$. It applies to any two complex $n\times n$ matrices, Hermitian or not, and so to observables on a finite-dimensional state space. Passing from an infinite-dimensional system to such matrices is a separate step: a common eigenvector of two truncated matrices need not be one of the full operators.

## States, operators and the commuting space

```lean
import Mathlib

open Matrix

namespace ShemeshCriterion

variable {n : ℕ}
```

The natural number $n$ is the dimension. It has no lower bound. For $n=1$ the list of commutators is empty and every nonzero vector is a common eigenvector; for $n=0$ there is no nonzero vector, and both sides of the criterion are false.

```lean
/-- Two operators have a common eigenvector: a nonzero vector that each of them
multiplies by a number. -/
def HasCommonEigenvector (A B : Matrix (Fin n) (Fin n) ℂ) : Prop :=
  ∃ v : Fin n → ℂ, v ≠ 0 ∧ ∃ a b : ℂ, A *ᵥ v = a • v ∧ B *ᵥ v = b • v
```

`Matrix (Fin n) (Fin n) ℂ` is the type of complex $n\times n$ matrices, and `Fin n → ℂ` is the type of state vectors, with components numbered from $0$ to $n-1$. The symbol `*ᵥ` is matrix times vector, and `•` is number times vector. The definition says that there are a vector $v\neq0$ and numbers $a,b$ with
$$Av=av,\qquad Bv=bv.$$
The vector need not be normalised. For Hermitian matrices $a$ and $b$ are real, and they are the two sharp values.

```lean
/-- The subspace of vectors annihilated by all commutators of `A ^ k` with `B ^ l`,
where `k` and `l` run from `1` to `n - 1`. -/
def commutingSpace (A B : Matrix (Fin n) (Fin n) ℂ) : Submodule ℂ (Fin n → ℂ) where
  carrier := {v | ∀ k l : ℕ, 1 ≤ k → k < n → 1 ≤ l → l < n →
    (A ^ k * B ^ l - B ^ l * A ^ k) *ᵥ v = 0}
  add_mem' := by
    intro u v hu hv k l h1 h2 h3 h4
    rw [Matrix.mulVec_add, hu k l h1 h2 h3 h4, hv k l h1 h2 h3 h4, add_zero]
  zero_mem' := by
    intro k l _ _ _ _
    exact Matrix.mulVec_zero _
  smul_mem' := by
    intro c v hv k l h1 h2 h3 h4
    rw [Matrix.mulVec_smul, hv k l h1 h2 h3 h4, smul_zero]
```

This is the set
$$N=\{v : [A^k,B^l]\,v=0 \text{ for } 1\le k,l<n\}.$$
A `Submodule` over ℂ is a linear subspace, so Lean asks for proofs that $N$ contains zero and is closed under sums and multiples. All three follow from the linearity of the commutators.

## From finitely many powers to all powers

```lean
/-- If the powers of `A` from `1` to `n - 1` commute with `M` on the vector `v`,
then every power of `A` commutes with `M` on `v`. -/
theorem pow_comm_on_vector {R : Type*} [CommRing R] [Nontrivial R]
    (A M : Matrix (Fin n) (Fin n) R) (v : Fin n → R)
    (h : ∀ i : ℕ, 1 ≤ i → i < n → (A ^ i * M) *ᵥ v = (M * A ^ i) *ᵥ v) (k : ℕ) :
    (A ^ k * M) *ᵥ v = (M * A ^ k) *ᵥ v := by
  rcases Nat.eq_zero_or_pos n with rfl | hn
  · exact Subsingleton.elim _ _
  -- combinations of the powers below `n` commute with `M` on `v`
  have hsum : ∀ (c : ℕ → R) (m : ℕ), m ≤ n →
      ((∑ i ∈ Finset.range m, c i • A ^ i) * M) *ᵥ v =
        (M * ∑ i ∈ Finset.range m, c i • A ^ i) *ᵥ v := by
    intro c m
    induction m with
    | zero => intro _; simp
    | succ m ih =>
      intro hm
      have hm' : (A ^ m * M) *ᵥ v = (M * A ^ m) *ᵥ v := by
        rcases Nat.eq_zero_or_pos m with h0 | hp
        · rw [h0, pow_zero, one_mul, mul_one]
        · exact h m hp hm
      rw [Finset.sum_range_succ, add_mul, mul_add, Matrix.add_mulVec, Matrix.add_mulVec,
        ih (by omega), smul_mul_assoc, mul_smul_comm, Matrix.smul_mulVec,
        Matrix.smul_mulVec, hm']
  -- Cayley-Hamilton: `A ^ k` is such a combination
  have h1 : A.charpoly.natDegree = n := by
    rw [Matrix.charpoly_natDegree_eq_dim, Fintype.card_fin]
  have h2 : A.charpoly ≠ 1 := by
    intro h
    rw [h, Polynomial.natDegree_one] at h1
    omega
  have hdeg := lt_of_lt_of_eq (Polynomial.natDegree_modByMonic_lt
    (Polynomial.X ^ k : Polynomial R) A.charpoly_monic h2) h1
  have hA := (Matrix.pow_eq_aeval_mod_charpoly A k).trans
    (Polynomial.aeval_eq_sum_range' hdeg A)
  rw [hA]
  exact hsum _ n le_rfl
```

Fix a matrix $M$ and a vector $v$, and suppose that $A^iMv=MA^iv$ for $1\le i<n$. The claim is that the same holds for every exponent $k$. The lemma is stated for entries in a commutative ring `R`; here `R` will be ℂ.

Let $p$ be the characteristic polynomial of $A$, which is monic of degree $n$. For $n\ge1$, divide $X^k$ by $p$, with quotient $q$ and remainder $r$ of degree below $n$:
$$X^k=q(X)\,p(X)+r(X).$$
By Cayley–Hamilton $p(A)=0$, so $A^k=r(A)=\sum_{i<n}c_iA^i$, where $c_i$ are the coefficients of $r$. Hence
$$A^kMv=\sum_{i<n}c_iA^iMv=\sum_{i<n}c_iMA^iv=MA^kv.$$
The term $i=0$ is harmless because $A^0$ is the identity.

In Lean, `hsum` proves the middle equality by induction on the number of terms, `hdeg` bounds the degree of the remainder, and `hA` writes $A^k$ as the sum. The case $n=0$ is settled first, since there all vectors are equal.

```lean
/-- A vector lies in the commuting space exactly when all powers of `A` and `B`,
without bound on the exponents, commute on it. -/
theorem mem_commutingSpace_iff (A B : Matrix (Fin n) (Fin n) ℂ) (v : Fin n → ℂ) :
    v ∈ commutingSpace A B ↔
      ∀ k l : ℕ, A ^ k *ᵥ (B ^ l *ᵥ v) = B ^ l *ᵥ (A ^ k *ᵥ v) := by
  constructor
  · intro h k l
    rw [Matrix.mulVec_mulVec, Matrix.mulVec_mulVec]
    -- free the exponents of `A` and `B` in turn
    refine pow_comm_on_vector A (B ^ l) v (fun i h1 h2 => ?_) k
    refine (pow_comm_on_vector B (A ^ i) v (fun j h3 h4 => ?_) l).symm
    have h5 : (A ^ i * B ^ j - B ^ j * A ^ i) *ᵥ v = 0 := h i j h1 h2 h3 h4
    rw [Matrix.sub_mulVec] at h5
    exact (sub_eq_zero.mp h5).symm
  · intro h k l _ _ _ _
    rw [Matrix.sub_mulVec, ← Matrix.mulVec_mulVec, ← Matrix.mulVec_mulVec, h k l, sub_self]
```

A vector $v$ lies in $N$ exactly when $A^kB^lv=B^lA^kv$ for all $k,l\ge0$. From right to left this is immediate. From left to right, the previous lemma is used twice:

1. Fix $i$ with $1\le i<n$. Apply the lemma to the powers of $B$, with $M=A^i$. Now $A^i$ commutes on $v$ with every $B^l$.
2. Fix any $l$. Apply the lemma to the powers of $A$, with $M=B^l$. Now every $A^k$ commutes on $v$ with $B^l$.

The two `refine` lines do this in reverse order, because Lean works backwards from the goal.

## Eigenvectors inside an invariant subspace

```lean
/-- Both operators map the commuting space into itself. -/
theorem commutingSpace_invariant (A B : Matrix (Fin n) (Fin n) ℂ) {v : Fin n → ℂ}
    (hv : v ∈ commutingSpace A B) :
    A *ᵥ v ∈ commutingSpace A B ∧ B *ᵥ v ∈ commutingSpace A B := by
  rw [mem_commutingSpace_iff] at hv
  rw [mem_commutingSpace_iff, mem_commutingSpace_iff]
  constructor
  · intro k l
    have h1 := hv (k + 1) l
    have h2 := hv 1 l
    rw [pow_one] at h2
    rw [pow_succ, ← Matrix.mulVec_mulVec, ← Matrix.mulVec_mulVec, h2] at h1
    exact h1
  · intro k l
    have h1 := hv k (l + 1)
    have h2 := hv k 1
    rw [pow_one] at h2
    rw [pow_succ, ← Matrix.mulVec_mulVec, ← Matrix.mulVec_mulVec, ← h2] at h1
    exact h1
```

If $v\in N$, then $Av$ and $Bv$ are in $N$ too. By the previous result it is enough to check that all powers commute on them. For $Av$,
$$A^kB^l(Av)=A^kAB^lv=A^{k+1}B^lv=B^lA^{k+1}v=B^lA^k(Av).$$
The first equality uses the exponents $(1,l)$ and the third uses $(k+1,l)$; these are `h2` and `h1` in the first half of the proof. For $Bv$,
$$A^kB^l(Bv)=A^kB^{l+1}v=B^{l+1}A^kv=B^lBA^kv=B^lA^k(Bv),$$
with the exponents $(k,l+1)$ and then $(k,1)$. The exponent $k+1$ can exceed $n-1$, which is why the bound had to be removed first.

```lean
/-- An operator has an eigenvector in every invariant subspace that contains a
nonzero vector. -/
theorem exists_eigenvector_mem (A : Matrix (Fin n) (Fin n) ℂ)
    (W : Submodule ℂ (Fin n → ℂ)) (hA : ∀ w ∈ W, A *ᵥ w ∈ W)
    {x : Fin n → ℂ} (hx : x ∈ W) (hx0 : x ≠ 0) :
    ∃ a : ℂ, ∃ v ∈ W, v ≠ 0 ∧ A *ᵥ v = a • v := by
  have : Nontrivial W :=
    Submodule.nontrivial_iff_ne_bot.mpr ((Submodule.ne_bot_iff W).mpr ⟨x, hx, hx0⟩)
  have hA' : ∀ w ∈ W, A.mulVecLin w ∈ W := by
    intro w hw
    rw [Matrix.mulVecLin_apply]
    exact hA w hw
  obtain ⟨a, ha⟩ := Module.End.exists_eigenvalue (A.mulVecLin.restrict hA')
  obtain ⟨w, hw⟩ := ha.exists_hasEigenvector
  have h1 : ((A.mulVecLin.restrict hA' w : W) : Fin n → ℂ) = ((a • w : W) : Fin n → ℂ) := by
    rw [hw.apply_eq_smul]
  rw [LinearMap.coe_restrict_apply, Matrix.mulVecLin_apply, Submodule.coe_smul] at h1
  exact ⟨a, w, w.2, fun h => hw.2 (Submodule.coe_eq_zero.mp h), h1⟩
```

Let $W$ be a subspace that $A$ maps into itself, and let it contain some $x\neq0$. Restricted to $W$, $A$ is a linear operator on a nonzero finite-dimensional complex space. Its characteristic polynomial has a root $a$, so there is an eigenvector $v\in W$ with $Av=av$.

Here `A.mulVecLin` is the matrix regarded as a linear map, and `restrict` confines it to $W$. Mathlib supplies the eigenvalue through `Module.End.exists_eigenvalue`. The step `h1` turns the eigenvalue equation inside $W$ back into one between ordinary vectors.

## The criterion

```lean
/-- **Shemesh criterion.** Two complex `n × n` matrices have a common eigenvector if and
only if some nonzero vector is annihilated by all commutators of `A ^ k` with `B ^ l`,
where `k` and `l` run from `1` to `n - 1`. -/
theorem shemesh_criterion (A B : Matrix (Fin n) (Fin n) ℂ) :
    HasCommonEigenvector A B ↔
      ∃ v : Fin n → ℂ, v ≠ 0 ∧ ∀ k l : ℕ, 1 ≤ k → k < n → 1 ≤ l → l < n →
        (A ^ k * B ^ l - B ^ l * A ^ k) *ᵥ v = 0 := by
  constructor
  · rintro ⟨v, hv0, a, b, ha, hb⟩
    -- powers act on an eigenvector as powers of the eigenvalue
    have hpow : ∀ (M : Matrix (Fin n) (Fin n) ℂ) (m : ℂ), M *ᵥ v = m • v →
        ∀ k : ℕ, M ^ k *ᵥ v = m ^ k • v := by
      intro M m hM k
      induction k with
      | zero => rw [pow_zero, pow_zero, Matrix.one_mulVec, one_smul]
      | succ k ih =>
        rw [pow_succ M k, ← Matrix.mulVec_mulVec, hM, Matrix.mulVec_smul, ih, smul_smul,
          pow_succ' m k]
    refine ⟨v, hv0, fun k l _ _ _ _ => ?_⟩
    rw [Matrix.sub_mulVec, ← Matrix.mulVec_mulVec, ← Matrix.mulVec_mulVec,
      hpow A a ha k, hpow B b hb l, Matrix.mulVec_smul, Matrix.mulVec_smul,
      hpow A a ha k, hpow B b hb l, smul_comm (b ^ l) (a ^ k) v, sub_self]
  · rintro ⟨v, hv0, hv⟩
    have hN : v ∈ commutingSpace A B := hv
    obtain ⟨a, u, hu, hu0, hau⟩ := exists_eigenvector_mem A (commutingSpace A B)
      (fun w hw => (commutingSpace_invariant A B hw).1) hN hv0
    have hE : ∀ w, w ∈ Module.End.eigenspace A.mulVecLin a ↔ A *ᵥ w = a • w := by
      intro w
      rw [Module.End.mem_eigenspace_iff, Matrix.mulVecLin_apply]
    -- `B` preserves the eigenspace of `A` inside the commuting space
    have hB : ∀ w ∈ commutingSpace A B ⊓ Module.End.eigenspace A.mulVecLin a,
        B *ᵥ w ∈ commutingSpace A B ⊓ Module.End.eigenspace A.mulVecLin a := by
      intro w hw
      rw [Submodule.mem_inf, hE] at hw ⊢
      have h2 := (mem_commutingSpace_iff A B w).mp hw.1 1 1
      rw [pow_one, pow_one, hw.2, Matrix.mulVec_smul] at h2
      exact ⟨(commutingSpace_invariant A B hw.1).2, h2⟩
    obtain ⟨b, w, hw, hw0, hbw⟩ := exists_eigenvector_mem B _ hB
      (Submodule.mem_inf.mpr ⟨hu, (hE u).mpr hau⟩) hu0
    exact ⟨w, hw0, a, b, (hE w).mp (Submodule.mem_inf.mp hw).2, hbw⟩
```

The statement reads: $A$ and $B$ have a common eigenvector if and only if there is $v\neq0$ with $[A^k,B^l]v=0$ for all $1\le k,l<n$.

**From eigenvector to commutators.** If $Av=av$ and $Bv=bv$, then $A^kv=a^kv$ and $B^lv=b^lv$, which is `hpow`. So
$$A^kB^lv=a^kb^lv=B^lA^kv,$$
and every commutator annihilates $v$.

**From commutators to eigenvector.** The given $v$ is a nonzero element of $N$. Since $A$ maps $N$ into itself, it has an eigenvector $u\in N$, with $Au=au$. Consider
$$E=\{w\in N : Aw=aw\},$$
which contains $u$. In Lean it is the intersection, written `⊓`, of `commutingSpace A B` with the eigenspace of $A$. If $w\in E$, then $Bw\in N$ and
$$A(Bw)=B(Aw)=a\,(Bw),$$
so $Bw\in E$; this is `hB`. Hence $B$ has an eigenvector $w\in E$, and $w$ is an eigenvector of $A$ as well.

The vector $v$ that passes the commutator conditions need not itself be a common eigenvector. If $A$ and $B$ commute, for instance, every vector passes.

## Two-level systems

```lean
/-- For a two-level system, two operators have a common eigenvector if and only if the
determinant of their commutator vanishes. -/
theorem two_level_criterion (A B : Matrix (Fin 2) (Fin 2) ℂ) :
    HasCommonEigenvector A B ↔ (A * B - B * A).det = 0 := by
  rw [shemesh_criterion, ← Matrix.exists_mulVec_eq_zero_iff]
  constructor
  · rintro ⟨v, hv, h⟩
    have h1 := h 1 1 le_rfl one_lt_two le_rfl one_lt_two
    rw [pow_one, pow_one] at h1
    exact ⟨v, hv, h1⟩
  · rintro ⟨v, hv, h⟩
    refine ⟨v, hv, fun k l h1 h2 h3 h4 => ?_⟩
    obtain rfl : k = 1 := by omega
    obtain rfl : l = 1 := by omega
    rw [pow_one, pow_one]
    exact h
```

For $n=2$ the only allowed exponents are $k=l=1$, so the criterion asks for a nonzero vector annihilated by $AB-BA$. A square matrix annihilates a nonzero vector exactly when its determinant is zero, which gives
$$A,B\text{ have a common eigenvector}\iff\det(AB-BA)=0.$$
If both matrices are Hermitian, this happens only when they commute: a nonzero vector orthogonal to a common eigenvector is then a common eigenvector too, and the two form a shared basis. So two observables of a two-level system that do not commute have no sharp state in common. The s and p example of the opening needs a larger space. In Lean, the tactic `omega`, which handles integer inequalities, finds that $k$ and $l$ must both be $1$.

## Spin 1: the first commutator is not enough

```lean
/-- The x component of spin 1 in the Cartesian basis, in units of ħ. -/
def spinX : Matrix (Fin 3) (Fin 3) ℂ :=
  !![0, 0, 0; 0, 0, -Complex.I; 0, Complex.I, 0]
```

This is $S_x$ in units of $\hbar$. The basis is the Cartesian one, $e_x,e_y,e_z$, and not the more usual basis of $S_z$ eigenstates. Lean numbers its components $0,1,2$.

```lean
/-- The y component of spin 1 in the Cartesian basis, in units of ħ. -/
def spinY : Matrix (Fin 3) (Fin 3) ℂ :=
  !![0, 0, Complex.I; 0, 0, 0; -Complex.I, 0, 0]
```

This is $S_y$ in the same basis. With these matrices $[S_x,S_y]=iS_z$, and $e_z$ is the state with $S_z=0$.

```lean
/-- For spin 1 the commutator of the x and y components annihilates the third Cartesian
basis vector, yet the two components have no common eigenvector. -/
theorem spin_one_first_commutator_insufficient :
    (spinX * spinY - spinY * spinX) *ᵥ ![0, 0, 1] = 0 ∧
      ¬ HasCommonEigenvector spinX spinY := by
  constructor
  · ext i
    fin_cases i <;>
      simp [spinX, spinY, Matrix.mulVec, dotProduct, Fin.sum_univ_three]
  · rintro ⟨v, hv0, a, b, ha, hb⟩
    -- the eigenvalue equations, component by component
    have h1 : 0 = a * v 0 := by
      simpa [spinX, Matrix.mulVec, dotProduct, Fin.sum_univ_three] using congrFun ha 0
    have h2 : -Complex.I * v 2 = a * v 1 := by
      simpa [spinX, Matrix.mulVec, dotProduct, Fin.sum_univ_three] using congrFun ha 1
    have h3 : Complex.I * v 1 = a * v 2 := by
      simpa [spinX, Matrix.mulVec, dotProduct, Fin.sum_univ_three] using congrFun ha 2
    have h4 : Complex.I * v 2 = b * v 0 := by
      simpa [spinY, Matrix.mulVec, dotProduct, Fin.sum_univ_three] using congrFun hb 0
    have h5 : -Complex.I * v 0 = b * v 2 := by
      simpa [spinY, Matrix.mulVec, dotProduct, Fin.sum_univ_three] using congrFun hb 2
    have cancel : ∀ z : ℂ, Complex.I * z = 0 → z = 0 := fun z hz =>
      (mul_eq_zero.mp hz).resolve_left Complex.I_ne_zero
    have e1 : v 1 = 0 := cancel _ (cancel _ (by
      linear_combination Complex.I * h3 + a * h4 - b * h1))
    have e2 : v 2 = 0 := cancel _ (by linear_combination -h2 - a * e1)
    have e0 : v 0 = 0 := cancel _ (by linear_combination -h5 - b * e2)
    apply hv0
    ext i
    fin_cases i <;> simp [e0, e1, e2]

end ShemeshCriterion
```

The theorem makes two statements: $[S_x,S_y]e_z=0$, and $S_x$ and $S_y$ have no common eigenvector. The first is a multiplication of explicit matrices, done component by component.

For the second, suppose $S_xv=av$ and $S_yv=bv$. The components needed are
$$0=av_0,\quad -iv_2=av_1,\quad iv_1=av_2,\quad iv_2=bv_0,\quad -iv_0=bv_2,$$
which are `h1` to `h5`. Multiplying the third by $i$ and then using the fourth and the first gives
$$-v_1=a\,(iv_2)=ab\,v_0=b\,(av_0)=0.$$
So $v_1=0$. The second equation then gives $v_2=0$, and the fifth gives $v_0=0$, which contradicts $v\neq0$. In Lean, `linear_combination` checks each combination of equations, and `cancel` removes a factor $i$.

The full list of commutators does reject $e_z$: a short calculation, separate from the Lean proof, gives $[S_x^2,S_y]\,e_z=-i\,e_x$.

```lean
#print axioms ShemeshCriterion.shemesh_criterion
-- 'ShemeshCriterion.shemesh_criterion' depends on axioms: [propext, Classical.choice, Quot.sound]
#print axioms ShemeshCriterion.two_level_criterion
-- 'ShemeshCriterion.two_level_criterion' depends on axioms: [propext, Classical.choice, Quot.sound]
#print axioms ShemeshCriterion.spin_one_first_commutator_insufficient
-- 'ShemeshCriterion.spin_one_first_commutator_insufficient' depends on axioms: [propext, Classical.choice, Quot.sound]
```
